# The scaling derivative of the potential energy is minus the virial, for smooth potentials with bounded gradient

Suppose a trial state for electrons in an external potential carries a scale factor, and the scale is to be optimised. A gradient-based optimiser uses the slope of the potential energy with respect to the scale. At the current scale this slope is a single integral over the current density, so no second, slightly compressed density has to be built for a finite difference.

On the line, let $n$ be the density, $v$ the potential and $n_l(x)=l\,n(lx)$ the density scaled by $l$; values $l>1$ compress it. Then

$$\frac{d}{dl}\int v(x)\,n_l(x)\,dx\,\Big|_{l=1}=-\int x\,v'(x)\,n(x)\,dx .$$

The hypotheses are that $v$ is continuously differentiable with bounded derivative and that $n$ and $x\,n$ are integrable. A softened Coulomb well $-Z/\sqrt{x^2+1}$ with constant $Z$ qualifies. The bare Coulomb potential does not, because it is singular at the nucleus, and neither does the harmonic oscillator, whose force grows without bound.

The argument runs in any finite dimension $d$, and the line is recovered near the end. Space is a real normed space `E` with a volume measure.

```lean
import Mathlib

open MeasureTheory Set Filter Topology

namespace VirialScaling

noncomputable section

variable {E : Type*} [NormedAddCommGroup E] [NormedSpace ℝ E] [MeasureSpace E] [BorelSpace E]
```

## Density, energy and virial

In $d$ dimensions the scaled density is $n_l(x)=l^d\,n(lx)$, where the prefactor keeps the particle number fixed for $l>0$. The scale is often written $\gamma$ or $\lambda$ elsewhere. In Lean, `Module.finrank ℝ E` is $d$ and `l • x` is the vector $lx$. A density is any function `E → ℝ`, with neither sign nor normalisation imposed.

```lean
/-- The uniformly scaled density `n_l(x) = l ^ d * n (l x)` in `d` dimensions. -/
def scaleDensity (l : ℝ) (n : E → ℝ) : E → ℝ :=
  fun x => l ^ Module.finrank ℝ E * n (l • x)
```

The potential energy is $\int v\,n$.

```lean
/-- The energy `∫ v n` of a density `n` in an external potential `v`. -/
def potentialEnergy (v n : E → ℝ) : ℝ := ∫ x, v x * n x
```

The virial is $\int (x\cdot\nabla v)\,n$. The expression `fderiv ℝ v x x` is the derivative of $v$ at the point $x$, applied to the displacement $x$; in Euclidean space this is $x\cdot\nabla v(x)$. Conventions differ. With the force $F=-\nabla v$, Clausius's virial is built from $-\tfrac12\,x\cdot F$ and is half of the quantity here; some authors use $x\cdot F$ itself, which has the opposite sign.

```lean
/-- The virial `∫ (x · ∇v) n` of a density `n` in the potential `v`. -/
def virial (v n : E → ℝ) : ℝ := ∫ x, fderiv ℝ v x x * n x
```

## A bounded force gives a potential of at most linear growth

Let $|\nabla v|\le C$ everywhere, and stretch the potential to $v(ax)$ with a real number $a$. The mean value inequality between $0$ and $ax$ gives

$$|v(ax)|\le |v(0)|+C|a||x| .$$

Multiplying by $|n(x)|$,

$$|v(ax)\,n(x)|\le |v(0)|\,|n(x)|+C|a|\,|x|\,|n(x)| .$$

Both terms on the right are integrable by hypothesis, so the energy integral converges. In the code, `hb` is the mean value inequality, and the closing `calc` is the second display.

```lean
/-- If `v` is continuously differentiable with bounded derivative, and `n` and `|x| n` are
integrable, then the energy integral of `n` in the potential `v (a x)` converges. -/
theorem integrable_stretched {v n : E → ℝ} {C : ℝ} (hv : ContDiff ℝ 1 v)
    (hC : ∀ x, ‖fderiv ℝ v x‖ ≤ C) (hn : Integrable n)
    (hxn : Integrable (fun x => ‖x‖ * n x)) (a : ℝ) :
    Integrable (fun x => v (a • x) * n x) := by
  refine Integrable.mono' ((hn.norm.const_mul ‖v 0‖).add (hxn.norm.const_mul (C * ‖a‖)))
    ((hv.continuous.comp (continuous_const_smul a)).aestronglyMeasurable.mul hn.1)
    (Eventually.of_forall fun x => ?_)
  -- the potential grows at most linearly
  have hb : ‖v (a • x) - v 0‖ ≤ C * ‖a • x - 0‖ :=
    Convex.norm_image_sub_le_of_norm_fderiv_le (𝕜 := ℝ)
      (fun z _ => hv.differentiable (by simp) z) (fun z _ => hC z)
      convex_univ (mem_univ _) (mem_univ _)
  rw [sub_zero, norm_smul] at hb
  have hv' : ‖v (a • x)‖ ≤ ‖v 0‖ + C * (‖a‖ * ‖x‖) := by
    linarith [norm_sub_norm_le (v (a • x)) (v 0)]
  calc ‖v (a • x) * n x‖ = ‖v (a • x)‖ * ‖n x‖ := norm_mul _ _
    _ ≤ (‖v 0‖ + C * (‖a‖ * ‖x‖)) * ‖n x‖ :=
        mul_le_mul_of_nonneg_right hv' (norm_nonneg _)
    _ = ‖v 0‖ * ‖n x‖ + C * ‖a‖ * ‖‖x‖ * n x‖ := by
        rw [norm_mul, norm_norm]
        ring
```

## Differentiating under the integral

For fixed $y$, the chain rule gives

$$\frac{\partial}{\partial b}\,v(by)\,n(y)=\big(y\cdot\nabla v(by)\big)\,n(y),\qquad \big|\big(y\cdot\nabla v(by)\big)\,n(y)\big|\le C\,|y|\,|n(y)| .$$

The bound is integrable and does not contain $b$. By dominated convergence,

$$\frac{d}{da}\int v(ay)\,n(y)\,dy=\int \big(y\cdot\nabla v(ay)\big)\,n(y)\,dy .$$

Mathlib supplies this step as `hasDerivAt_integral_of_dominated_loc_of_deriv_le`. It takes the integrand `F`, its pointwise derivative `F'`, a neighbourhood `s` of the point, and a function `bound` that dominates `F'` throughout `s`. In other problems a bound may hold only near the point; here it holds for every scale, so `s` is the whole line, `univ`. The three bullets establish that `F'` is measurable, that it obeys the bound, and that it is the derivative of `F`.

The lemma returns two statements: the differentiated integrand is integrable, and its integral is the derivative. The first has content of its own, because Lean assigns the value $0$ to an integral that does not converge. At $a=1$ it says that the virial integral of $n$ converges.

The vector contracted with the gradient is $y$, not $ay$. Writing $(ay)\cdot\nabla v(ay)$ instead is a mistake that goes unnoticed at $a=1$, where the two agree, and then spoils the power of $l$ at every other scale.

```lean
/-- If `v` is continuously differentiable with bounded derivative, and `n` and `|x| n` are
integrable, then the energy of `n` in the potential `v (a x)` may be differentiated with
respect to `a` under the integral, and the resulting integral converges. -/
theorem hasDerivAt_stretched {v n : E → ℝ} {C : ℝ} (hv : ContDiff ℝ 1 v)
    (hC : ∀ x, ‖fderiv ℝ v x‖ ≤ C) (hn : Integrable n)
    (hxn : Integrable (fun x => ‖x‖ * n x)) (a : ℝ) :
    Integrable (fun y => fderiv ℝ v (a • y) y * n y) ∧
      HasDerivAt (fun b : ℝ => ∫ y, v (b • y) * n y)
        (∫ y, fderiv ℝ v (a • y) y * n y) a := by
  refine hasDerivAt_integral_of_dominated_loc_of_deriv_le
    (F := fun (b : ℝ) y => v (b • y) * n y)
    (F' := fun (b : ℝ) y => fderiv ℝ v (b • y) y * n y)
    (bound := fun y => C * ‖‖y‖ * n y‖) (s := univ) univ_mem
    (Eventually.of_forall fun b =>
      (hv.continuous.comp (continuous_const_smul b)).aestronglyMeasurable.mul hn.1)
    (integrable_stretched hv hC hn hxn a) ?_ ?_ (hxn.norm.const_mul C) ?_
  · have hc : Continuous (fun y : E => fderiv ℝ v (a • y) y) :=
      ((hv.continuous_fderiv (by simp)).comp (continuous_const_smul a)).clm_apply
        continuous_id
    exact hc.aestronglyMeasurable.mul hn.1
  · -- the bound `C |y| |n(y)|` does not depend on the scale
    refine Eventually.of_forall fun y b _ => ?_
    have h1 : ‖fderiv ℝ v (b • y) y‖ ≤ C * ‖y‖ :=
      (ContinuousLinearMap.le_opNorm _ _).trans
        (mul_le_mul_of_nonneg_right (hC _) (norm_nonneg _))
    calc ‖fderiv ℝ v (b • y) y * n y‖ = ‖fderiv ℝ v (b • y) y‖ * ‖n y‖ := norm_mul _ _
      _ ≤ C * ‖y‖ * ‖n y‖ := mul_le_mul_of_nonneg_right h1 (norm_nonneg _)
      _ = C * ‖‖y‖ * n y‖ := by rw [norm_mul, norm_norm, mul_assoc]
  · refine Eventually.of_forall fun y b _ => ?_
    have h1 : HasDerivAt (fun s : ℝ => s • y) y b := by
      simpa using (hasDerivAt_id' b).smul_const y
    have h2 : HasFDerivAt v (fderiv ℝ v (b • y)) ((fun s : ℝ => s • y) b) :=
      (hv.differentiable (by simp) (b • y)).hasFDerivAt
    exact (h2.comp_hasDerivAt b h1).mul_const (n y)
```

## Moving the scale from the density to the potential

Differentiating $n(lx)$ directly would require a differentiable density, while $n$ is only assumed integrable. The substitution $y=lx$, $dx=l^{-d}dy$ puts the scale into the smooth factor instead. For $l>0$,

$$\int v(x)\,l^d n(lx)\,dx=\int v(y/l)\,n(y)\,dy .$$

From here on `E` is finite-dimensional and its volume is a Haar measure, that is, Lebesgue measure up to a constant factor. `Measure.integral_comp_smul` provides the Jacobian, which cancels the prefactor $l^d$.

```lean
variable [FiniteDimensional ℝ E] [(volume : Measure E).IsAddHaarMeasure]

/-- For `l > 0`, scaling the density by `l` has the same effect on the potential energy as
stretching the potential to `v (x / l)`. -/
theorem potentialEnergy_scaleDensity {l : ℝ} (hl : 0 < l) (v n : E → ℝ) :
    potentialEnergy v (scaleDensity l n) = ∫ y, v (l⁻¹ • y) * n y := by
  have hd : 0 < l ^ Module.finrank ℝ E := pow_pos hl _
  -- change of variables `y = l x`
  have h := Measure.integral_comp_smul (volume : Measure E)
    (fun y => v (l⁻¹ • y) * n y) l
  simp only [inv_smul_smul₀ hl.ne', smul_eq_mul, abs_of_pos (inv_pos.mpr hd)] at h
  calc potentialEnergy v (scaleDensity l n)
      = ∫ x, l ^ Module.finrank ℝ E * (v x * n (l • x)) := by
        unfold potentialEnergy scaleDensity
        congr 1
        ext x
        ring
    _ = l ^ Module.finrank ℝ E * ∫ x, v x * n (l • x) := integral_const_mul _ _
    _ = _ := by rw [h, mul_inv_cancel_left₀ hd.ne']
```

## The slope at every scale

Write $G(a)=\int v(ay)\,n(y)\,dy$. The energy at scale $l$ is $G(1/l)$, so

$$\frac{d}{dl}\,G(1/l)=-\frac{1}{l^2}\,G'(1/l)=-\frac{1}{l^2}\int \big(y\cdot\nabla v(y/l)\big)\,n(y)\,dy .$$

The same substitution, applied to the virial of the scaled density, gives

$$\int \big(x\cdot\nabla v(x)\big)\,n_l(x)\,dx=\int \Big(\frac{y}{l}\cdot\nabla v(y/l)\Big)\,n(y)\,dy=\frac1l\,G'(1/l) .$$

Comparing the two, the slope is $-1/l$ times the virial of $n_l$. The second computation is `key` in the code. It needs no new change of variables, since a virial is the potential energy of the density in the potential $x\cdot\nabla v$. The energy equals $G(1/s)$ for every $s>0$, hence for all $s$ near $l$, and this is enough for the derivative to carry over.

```lean
/-- Let `v` be continuously differentiable with bounded derivative, and `n` and `|x| n`
integrable. At every scale `l > 0` the potential energy of `n_l` changes with `l` at the rate
`-1/l` times the virial of `n_l`. -/
theorem hasDerivAt_potentialEnergy {v n : E → ℝ} {C : ℝ} (hv : ContDiff ℝ 1 v)
    (hC : ∀ x, ‖fderiv ℝ v x‖ ≤ C) (hn : Integrable n)
    (hxn : Integrable (fun x => ‖x‖ * n x)) {l : ℝ} (hl : 0 < l) :
    HasDerivAt (fun s => potentialEnergy v (scaleDensity s n))
      (-virial v (scaleDensity l n) / l) l := by
  have h1 : HasDerivAt (fun b : ℝ => ∫ y, v (b • y) * n y)
      (∫ y, fderiv ℝ v (l⁻¹ • y) y * n y) ((fun s : ℝ => s⁻¹) l) :=
    (hasDerivAt_stretched hv hC hn hxn l⁻¹).2
  have h2 : HasDerivAt (fun s : ℝ => s⁻¹) (-(l ^ 2)⁻¹) l := hasDerivAt_inv hl.ne'
  have key : virial v (scaleDensity l n)
      = l⁻¹ * ∫ y, fderiv ℝ v (l⁻¹ • y) y * n y := by
    change potentialEnergy (fun x => fderiv ℝ v x x) (scaleDensity l n) = _
    rw [potentialEnergy_scaleDensity hl, ← integral_const_mul]
    congr 1
    ext y
    rw [map_smul, smul_eq_mul, mul_assoc]
  -- chain rule for the stretching factor `1 / l`
  refine ((h1.comp l h2).congr_of_eventuallyEq ?_).congr_deriv ?_
  · filter_upwards [Ioi_mem_nhds hl] with s hs
    exact potentialEnergy_scaleDensity hs v n
  · rw [key]
    ring
```

At $l=1$ the scaled density is $n$ itself and the factor $1/l$ is $1$, which leaves

$$\frac{d}{dl}\int v\,n_l\,\Big|_{l=1}=-\int (x\cdot\nabla v)\,n .$$

`HasDerivAt` states that the function is differentiable at the point, with the given derivative.

```lean
/-- The virial as a scaling derivative: for `v` continuously differentiable with bounded
derivative, and `n` and `|x| n` integrable, the derivative of `∫ v n_l` at `l = 1` is
`-∫ (x · ∇v) n`. -/
theorem virial_eq_scaling_derivative {v n : E → ℝ} {C : ℝ} (hv : ContDiff ℝ 1 v)
    (hC : ∀ x, ‖fderiv ℝ v x‖ ≤ C) (hn : Integrable n)
    (hxn : Integrable (fun x => ‖x‖ * n x)) :
    HasDerivAt (fun l => potentialEnergy v (scaleDensity l n)) (-virial v n) 1 := by
  have h1 : scaleDensity 1 n = n := by
    ext x
    simp [scaleDensity]
  have h := hasDerivAt_potentialEnergy hv hC hn hxn one_pos
  rwa [h1, div_one] at h
```

## The formula on the line

For $d=1$ the prefactor is $l$ and $x\cdot\nabla v$ is $x\,v'(x)$. Integrability of $x\,n$ gives that of $|x|\,n$, since the two have the same absolute value. The statement is written out with plain integrals and the ordinary derivative `deriv v x`, so it can be read without the earlier definitions.

```lean
/-- On the line: for `v` continuously differentiable with bounded derivative, and `n` and `x n`
integrable, the derivative of `∫ v(x) l n(l x) dx` at `l = 1` is `-∫ x v'(x) n(x) dx`. -/
theorem virial_on_line {v n : ℝ → ℝ} {C : ℝ} (hv : ContDiff ℝ 1 v)
    (hC : ∀ x, |deriv v x| ≤ C) (hn : Integrable n) (hxn : Integrable (fun x => x * n x)) :
    HasDerivAt (fun l : ℝ => ∫ x, v x * (l * n (l * x)))
      (-∫ x, x * deriv v x * n x) 1 := by
  have hC' : ∀ x, ‖fderiv ℝ v x‖ ≤ C := fun x => by
    rw [← norm_deriv_eq_norm_fderiv]
    exact hC x
  have hxn' : Integrable (fun x : ℝ => ‖x‖ * n x) :=
    hxn.mono (continuous_norm.aestronglyMeasurable.mul hn.1)
      (Eventually.of_forall fun x => by simp)
  have h := virial_eq_scaling_derivative hv hC' hn hxn'
  simpa only [potentialEnergy, scaleDensity, virial, Module.finrank_self, pow_one,
    smul_eq_mul, fderiv_eq_smul_deriv] using h
```

## Compression in a potential that rises outwards

Let $x\cdot\nabla v\ge 0$ everywhere, so that $v$ never falls on the way out from the origin, and let $n\ge0$. Then $n_l\ge 0$, its virial is non-negative, and

$$\frac{d}{dl}\int v\,n_l=-\frac1l\int (x\cdot\nabla v)\,n_l\le 0\qquad(l>0).$$

The potential energy therefore does not increase as the density is compressed towards the origin. `AntitoneOn` on `Ioi 0` means exactly this on $l>0$. The name `compression_lowers_energy` says more than the theorem: only the potential energy is meant, not the total with the kinetic energy, and a constant potential leaves it unchanged.

```lean
/-- Let `v` be continuously differentiable with bounded derivative and `x · ∇v ≥ 0`, and let
`n ≥ 0` with `n` and `|x| n` integrable. Then the potential energy of `n_l` does not increase
as `l > 0` grows. -/
theorem compression_lowers_energy {v n : E → ℝ} {C : ℝ} (hv : ContDiff ℝ 1 v)
    (hC : ∀ x, ‖fderiv ℝ v x‖ ≤ C) (hn : Integrable n)
    (hxn : Integrable (fun x => ‖x‖ * n x)) (hout : ∀ x, 0 ≤ fderiv ℝ v x x)
    (hpos : ∀ x, 0 ≤ n x) :
    AntitoneOn (fun l => potentialEnergy v (scaleDensity l n)) (Ioi 0) := by
  have hd := fun (l : ℝ) (hl : 0 < l) => hasDerivAt_potentialEnergy hv hC hn hxn hl
  refine antitoneOn_of_deriv_nonpos (convex_Ioi 0)
    (fun l hl => (hd l hl).continuousAt.continuousWithinAt) ?_ ?_
  · rw [interior_Ioi]
    exact fun l hl => (hd l hl).differentiableAt.differentiableWithinAt
  · rw [interior_Ioi]
    intro l hl
    have hl' : 0 < l := hl
    -- the virial of a nonnegative density is nonnegative here
    have hvir : 0 ≤ virial v (scaleDensity l n) :=
      integral_nonneg fun x => mul_nonneg (hout x) (mul_nonneg (pow_pos hl' _).le (hpos _))
    rw [(hd l hl').deriv]
    exact div_nonpos_of_nonpos_of_nonneg (neg_nonpos.mpr hvir) hl'.le
```

## At the optimal scale, twice the kinetic energy equals the virial

Let $t$ be the kinetic energy at $l=1$. Compressing a wave function by $l$, with its normalisation kept, multiplies the $L^2$ norm of its gradient by $l$ and its kinetic energy by $l^2$, so the total energy of non-interacting electrons along the scaling path is

$$e(l)=l^2t+\int v\,n_l .$$

If $e$ has a local minimum at $l=1$, its derivative vanishes there:

$$0=e'(1)=2t-\int (x\cdot\nabla v)\,n .$$

For non-interacting electrons in a potential of the kind assumed here, a mismatch between $2t$ and the virial therefore shows that the scale of a trial state is not optimal.

In the theorem `t` is just a real number, and both the quadratic law and the minimum are assumptions. The step left to the physics is that one wave function, when scaled, has density $n_l$ and kinetic energy $l^2t$ together. An electron repulsion would add a further term to $e(l)$, and this balance has no place for it.

```lean
/-- Let `v` be continuously differentiable with bounded derivative, and `n` and `|x| n`
integrable. If the energy `l ^ 2 * t + ∫ v n_l`, whose kinetic part is quadratic in the scale,
has a local minimum at `l = 1`, then `2 t = ∫ (x · ∇v) n`. -/
theorem virial_theorem_of_scaling_minimum {v n : E → ℝ} {C t : ℝ} (hv : ContDiff ℝ 1 v)
    (hC : ∀ x, ‖fderiv ℝ v x‖ ≤ C) (hn : Integrable n)
    (hxn : Integrable (fun x => ‖x‖ * n x))
    (hmin : IsLocalMin (fun l : ℝ => l ^ 2 * t + potentialEnergy v (scaleDensity l n)) 1) :
    2 * t = virial v n := by
  have h := ((hasDerivAt_pow 2 (1 : ℝ)).mul_const t).fun_add
    (virial_eq_scaling_derivative hv hC hn hxn)
  -- the energy is stationary at its minimum
  have h0 := hmin.hasDerivAt_eq_zero h
  norm_num at h0
  linarith

end

end VirialScaling
```

```lean
#print axioms VirialScaling.hasDerivAt_potentialEnergy
#print axioms VirialScaling.virial_on_line
#print axioms VirialScaling.compression_lowers_energy
#print axioms VirialScaling.virial_theorem_of_scaling_minimum
```

```
'VirialScaling.hasDerivAt_potentialEnergy' depends on axioms: [propext, Classical.choice, Quot.sound]
'VirialScaling.virial_on_line' depends on axioms: [propext, Classical.choice, Quot.sound]
'VirialScaling.compression_lowers_energy' depends on axioms: [propext, Classical.choice, Quot.sound]
'VirialScaling.virial_theorem_of_scaling_minimum' depends on axioms: [propext, Classical.choice, Quot.sound]
```
